# The Fermi function at a shifted energy is the reciprocal of its factored denominator

The Fermi function here is f(x) = 1/(e^{βx} + 1), with the energy x measured from the chemical potential and β the inverse temperature. The lemma says that its value at the shifted energy x + W, multiplied by e^{βx}e^{βW} + 1, is one. It holds for all real β, W and x, with no sign condition on β. The proof takes the earlier identity `fermi_mul` at the energy x + W, where the denominator contains e^{β(x+W)}, and tries to split that exponential into the two factors by rewriting.

An attempt in Lean 4 with a fault in it:

```lean
import Mathlib

open MeasureTheory Filter Set Topology

namespace FermiShiftMul

noncomputable section

/-- The Fermi function at inverse temperature `β`, with the energy `x` measured from the
chemical potential. -/
def fermi (β x : ℝ) : ℝ := 1 / (Real.exp (β * x) + 1)

/-- The Fermi function times its denominator is one. -/
private lemma fermi_mul (β x : ℝ) : fermi β x * (Real.exp (β * x) + 1) = 1 := by
  unfold fermi
  exact one_div_mul_cancel (by positivity)

/-- The Fermi function at a shifted energy times its factored denominator is one. -/
private lemma fermi_shift_mul (β W x : ℝ) :
    fermi β (x + W) * (Real.exp (β * x) * Real.exp (β * W) + 1) = 1 := by
  have h := fermi_mul β (x + W)
  rwa [mul_add, Real.exp_add] at h

end

end FermiShiftMul
```

Messages:

```
Main.lean:22:16: error: Tactic `rewrite` failed: Did not find an occurrence of the pattern
  Real.exp (?x + ?y)
in the target expression
  fermi β (x + W) * Real.exp (β * (x + W)) + fermi β (x + W) * 1 = 1

β W x : ℝ
h : fermi β (x + W) * Real.exp (β * (x + W)) + fermi β (x + W) * 1 = 1
⊢ fermi β (x + W) * (Real.exp (β * x) * Real.exp (β * W) + 1) = 1
```

The message says that `Real.exp_add` found no exponential of a sum to rewrite. The step before it, `mul_add`, had expanded the wrong product. Given without arguments, `mul_add` fits any product whose right factor is a sum, and in `h` it was matched with the whole left-hand side, `fermi β (x + W)` times the denominator. The hypothesis printed in the message shows the result: the Fermi function has been distributed over the two terms of the denominator, while the exponent is still the product `β * (x + W)`. `Real.exp_add` needs a sum in that place.

The repair writes `mul_add β x W`, which can only rewrite `β * (x + W)` to `β * x + β * W`. The exponent is then a sum, `Real.exp_add` turns its exponential into `Real.exp (β * x) * Real.exp (β * W)`, and `h` becomes the goal, which `rwa` closes.

As a diff, the version that Lean accepts:

```diff
@@ -20,5 +20,5 @@
     fermi β (x + W) * (Real.exp (β * x) * Real.exp (β * W) + 1) = 1 := by
   have h := fermi_mul β (x + W)
-  rwa [mul_add, Real.exp_add] at h
+  rwa [mul_add β x W, Real.exp_add] at h
 
 end
```
